# For the pair potential $r^{-s}$ on an infinite unit-spacing chain, the bond energy across a cut is finite exactly when $s>2$, and then equals $\zeta(s-1)$

## What a sum over broken bonds should mean

When an infinite chain is cut in two, every pair of sites on opposite sides of the cut is separated. Each such pair is called a bond here, whether or not the two sites are neighbours. There are infinitely many of these bonds, labelled by two indices with no preferred order. A statement about their total energy must first fix what the double sum means. The choice made here is unordered summation: the total is $E$ if the sums over finite sets of bonds lie within any given tolerance of $E$ as soon as the set contains a suitable finite set of bonds chosen for that tolerance, whatever else it contains. For real terms this is equivalent to absolute convergence. A total defined in this way does not depend on whether the bonds are collected by distance, site by site, or over growing blocks on either side of the cut.

## The chain and its cut

The sites lie on a line with unit spacing. Number the sites of the left half by $i=0,1,2,\dots$ and those of the right half by $j=0,1,2,\dots$, both counted outward from the cut. The two sites next to the cut are at distance $1$, so sites $i$ and $j$ are at distance $i+j+1$. Let $V(r)$ be a real pair potential at integer distance $r$. The bond energy across the cut is

$$E=\sum_{i,j\ge 0}V(i+j+1).$$

If the halves stay rigid and are taken infinitely far apart, with their interaction vanishing in that limit, the work required is $-E$. For an attractive potential $-C\,r^{-s}$, with strength $C>0$ and exponent $s>0$, the cleavage energy is therefore $C$ times the sum for $V(r)=r^{-s}$, whenever that sum converges. The strength and the spacing are set to one from here on, which fixes the units of energy and length.

## The result

For every real potential $V$, of any sign, and every real number $E$, the bonds sum to $E$ exactly when the single series $\sum_{n\ge0}(n+1)V(n+1)$ sums to $E$, both in the unordered sense. For $V(r)=r^{-s}$ with $s$ real, the bonds are summable if and only if $s>2$, and then

$$E=\sum_{n\ge0}(n+1)^{1-s}=\zeta(s-1),$$

with $\zeta$ the Riemann zeta function. The case $s=3$ gives $\pi^2/6$, and the potential $V(r)=q^r$ with real $|q|<1$ gives $q/(1-q)^2$.

For simulation practice this says that, in a rigid one-dimensional chain of identical sites with a pairwise additive power-law interaction of the same sign at all distances, the bond energy across a cut approaches a limit as the distance cutoff grows only for $s>2$. A dispersion-type exponent $s=6$ lies on the convergent side, and the Coulomb exponent $s=1$ between like charges does not.

## Counting bonds by distance

Put $n=i+j$. The pairs with a given $n$ are $(k,\,n-k)$ for $k=0,\dots,n$. They form shell $n$, which holds $n+1$ pairs, all at distance $n+1$; shell $0$ is the single nearest-neighbour bond $(0,0)$. Each pair $(i,j)$ lies in exactly one shell, with $n=i+j$ and $k=i$. The energy of shell $n$ is

$$\sum_{k=0}^{n}V\big(k+(n-k)+1\big)=(n+1)\,V(n+1).$$

Summability is compared through absolute values. Let $F$ be a finite set of pairs and $N$ a number with $i+j\le N$ throughout $F$. Then $F$ lies inside shells $0,\dots,N$, so

$$\sum_{(i,j)\in F}|V(i+j+1)|\;\le\;\sum_{n=0}^{N}(n+1)\,|V(n+1)|.$$

An absolutely convergent shell series therefore bounds all finite sums over bonds. In the other direction, shells $0,\dots,N$ together are a finite set of pairs, for which the inequality is an equality, so a bound on the finite bond sums bounds the shell series. The two are summable together. An absolutely summable family may be grouped at will, and grouping by shells shows that the two totals agree.

## The threshold at $s=2$ and the special values

For the power law the shell energy is $(n+1)(n+1)^{-s}=(n+1)^{1-s}$. With $r=n+1$ and $p=s-1$ the shell series is $\sum_{r\ge1}r^{-p}$. If $p>1$, each term with $r\ge2$ is at most $\int_{r-1}^{r}x^{-p}\,dx$, so the series is bounded by $1+\int_1^\infty x^{-p}\,dx=1+1/(p-1)$. If $p\le1$, then $r^{-p}\ge 1/r$ and the series diverges with the harmonic series. Convergence thus means $s-1>1$, that is $s>2$; at $s=2$ itself the shell series is the harmonic series. For $p>1$ the series is $\zeta(p)$, and $s=3$ gives $\zeta(2)=\pi^2/6$.

For $V(r)=q^r$ the shell series is $\sum_{r\ge1}r\,q^r$. Differentiating $\sum_{r\ge0}q^r=1/(1-q)$ term by term for $|q|<1$ and multiplying by $q$ gives $q/(1-q)^2$.

## How the Lean objects carry the physics

A potential is a function `V : ℕ → ℝ`, and a bond is a pair `p : ℕ × ℕ` with `p.1` equal to $i$ and `p.2` equal to $j$. The family of bond energies is `crossBond V`, which evaluates the potential only at distances of at least one. The definition `powerLaw s r` is the real power $r^{-s}$, positive at all those distances. `HasSum f E` is the unordered summation described at the start, `Summable f` says that some such `E` exists, and `∑'` denotes its value.

The main theorem `cleavage_powerLaw` holds for every real `s`, zero and negative values included, and has two parts: `Summable (crossBond (powerLaw s)) ↔ 2 < s`, and, under `2 < s`, a `HasSum` statement whose value is the shell series. In `cleavage_powerLaw_zeta` the real total is cast to a complex number because `riemannZeta` is a complex function. The hypothesis `2 < s` matters there, since Lean assigns the value zero to `∑'` of a family that is not summable, while `riemannZeta` is the analytic continuation; no regularised value is claimed for $s\le2$.

The unordered meaning applies to the shell series as well. In `summable_crossBond_iff` and `hasSum_crossBond_iff` a shell series that converges only conditionally counts as not summable. As an illustration that the Lean source does not treat, $V(r)=(-1)^r/r^2$ has shell energies $(-1)^{n+1}/(n+1)$, whose ordered partial sums settle down although the absolute values form the harmonic series.

The chain is one-dimensional, equally spaced and infinite in both directions. Every site is alike, so the bond energy depends on distance alone. Relaxation after the cut, many-body forces, electronic rearrangement, temperature, finite chains and the energy at a finite gap between the halves are not part of the model.

## The Lean source

```lean
import Mathlib

open Real

namespace ChainCleavage

noncomputable section

/-- Bond energies across a cut of a unit-spacing chain with pair potential `V`: site `i` of one
half and site `j` of the other, counted from the cut, are at distance `i + j + 1`. -/
def crossBond (V : ℕ → ℝ) (p : ℕ × ℕ) : ℝ := V (p.1 + p.2 + 1)

/-- The power-law pair potential `r ^ (-s)` at integer distance `r`. -/
def powerLaw (s : ℝ) (r : ℕ) : ℝ := (r : ℝ) ^ (-s)

/-- Sorting of the pairs across the cut into shells: shell `n` consists of the `n + 1` pairs
`(k, n - k)` with `k ≤ n`. -/
def shellEquiv : (Σ n : ℕ, Fin (n + 1)) ≃ ℕ × ℕ where
  toFun x := (x.2.val, x.1 - x.2.val)
  invFun p := ⟨p.1 + p.2, ⟨p.1, by omega⟩⟩
  left_inv := by
    rintro ⟨n, k, hk⟩
    have h : k + (n - k) = n := by omega
    refine Sigma.ext h ?_
    exact (Fin.heq_ext_iff (congrArg (· + 1) h)).2 rfl
  right_inv := by
    rintro ⟨i, j⟩
    simp

/-- Every pair in shell `n` carries the bond energy `V (n + 1)`. -/
theorem crossBond_shell (V : ℕ → ℝ) (x : Σ n : ℕ, Fin (n + 1)) :
    crossBond V (shellEquiv x) = V (x.1 + 1) := by
  obtain ⟨n, k, hk⟩ := x
  have h : k + (n - k) = n := by omega
  show V (k + (n - k) + 1) = V (n + 1)
  rw [h]

/-- If the bonds across the cut sum to `E`, then so do the shell energies
`(n + 1) * V (n + 1)`. -/
theorem hasSum_shell_of_hasSum {V : ℕ → ℝ} {E : ℝ} (h : HasSum (crossBond V) E) :
    HasSum (fun n : ℕ => ((n : ℝ) + 1) * V (n + 1)) E := by
  refine (shellEquiv.hasSum_iff.2 h).sigma fun n => ?_
  -- each shell is a finite sum of n + 1 equal terms
  have hc : (fun c : Fin (n + 1) => (crossBond V ∘ shellEquiv) ⟨n, c⟩)
      = fun _ : Fin (n + 1) => V (n + 1) := funext fun c => crossBond_shell V ⟨n, c⟩
  have hs : ∑ _c : Fin (n + 1), V (n + 1) = ((n : ℝ) + 1) * V (n + 1) := by simp
  rw [hc, ← hs]
  exact hasSum_fintype _

/-- For any real pair potential, the bonds across the cut are summable exactly when the shell
energies `(n + 1) * V (n + 1)` are. -/
theorem summable_crossBond_iff (V : ℕ → ℝ) :
    Summable (crossBond V) ↔ Summable (fun n : ℕ => ((n : ℝ) + 1) * V (n + 1)) := by
  refine ⟨fun h => (hasSum_shell_of_hasSum h.hasSum).summable, fun h => ?_⟩
  -- pass to absolute values and sum shell by shell
  rw [← shellEquiv.summable_iff, ← summable_abs_iff]
  have hc : (fun x => |(crossBond V ∘ shellEquiv) x|)
      = fun x : Σ n : ℕ, Fin (n + 1) => |V (x.1 + 1)| :=
    funext fun x => congrArg abs (crossBond_shell V x)
  rw [hc]
  refine (summable_sigma_of_nonneg fun x => abs_nonneg _).2
    ⟨fun n => (hasSum_fintype _).summable, h.abs.congr fun n => ?_⟩
  show |((n : ℝ) + 1) * V (n + 1)| = ∑' _c : Fin (n + 1), |V (n + 1)|
  have hn : (0 : ℝ) ≤ (n : ℝ) + 1 := by positivity
  rw [tsum_fintype, abs_mul, abs_of_nonneg hn]
  simp

/-- For any real pair potential, the bonds across the cut sum to `E` exactly when the shell
energies `(n + 1) * V (n + 1)` sum to `E`. -/
theorem hasSum_crossBond_iff (V : ℕ → ℝ) (E : ℝ) :
    HasSum (crossBond V) E ↔ HasSum (fun n : ℕ => ((n : ℝ) + 1) * V (n + 1)) E := by
  refine ⟨hasSum_shell_of_hasSum, fun h => ?_⟩
  have h1 := ((summable_crossBond_iff V).2 h.summable).hasSum
  rw [h.unique (hasSum_shell_of_hasSum h1)]
  exact h1

/-- For the power law `r ^ (-s)` the energy of shell `n` is `(n + 1) ^ (1 - s)`. -/
theorem shell_powerLaw (s : ℝ) (n : ℕ) :
    ((n : ℝ) + 1) * powerLaw s (n + 1) = ((n : ℝ) + 1) ^ (1 - s) := by
  have hn : (0 : ℝ) < (n : ℝ) + 1 := by positivity
  rw [powerLaw, sub_eq_add_neg, Real.rpow_add hn, Real.rpow_one, Nat.cast_succ]

/-- Bond sum across the cut of a power-law chain: the bonds `(i + j + 1) ^ (-s)` across the cut are
summable iff `s > 2`, and then they sum to `∑ (n + 1) ^ (1 - s)` over `n ≥ 0`. -/
theorem cleavage_powerLaw (s : ℝ) :
    (Summable (crossBond (powerLaw s)) ↔ 2 < s) ∧
      (2 < s → HasSum (crossBond (powerLaw s)) (∑' n : ℕ, ((n : ℝ) + 1) ^ (1 - s))) := by
  have hf : (fun n : ℕ => ((n : ℝ) + 1) * powerLaw s (n + 1))
      = fun n : ℕ => ((n : ℝ) + 1) ^ (1 - s) := funext (shell_powerLaw s)
  -- p-series test for the shell energies
  have hp : Summable (fun n : ℕ => ((n : ℝ) + 1) ^ (1 - s)) ↔ 2 < s := by
    have h1 := summable_nat_add_iff (f := fun n : ℕ => (n : ℝ) ^ (1 - s)) 1
    simp only [Nat.cast_succ] at h1
    rw [h1, Real.summable_nat_rpow]
    constructor <;> intro h <;> linarith
  refine ⟨?_, fun hs => ?_⟩
  · rw [summable_crossBond_iff, hf, hp]
  · rw [hasSum_crossBond_iff, hf]
    exact (hp.2 hs).hasSum

/-- For `s > 2` the total power-law bond energy across the cut equals the Riemann zeta value
`ζ (s - 1)`. -/
theorem cleavage_powerLaw_zeta {s : ℝ} (hs : 2 < s) :
    ((∑' p, crossBond (powerLaw s) p : ℝ) : ℂ) = riemannZeta ((s : ℂ) - 1) := by
  have hre : 1 < ((s : ℂ) - 1).re := by
    rw [Complex.sub_re, Complex.ofReal_re, Complex.one_re]
    linarith
  rw [((cleavage_powerLaw s).2 hs).tsum_eq, zeta_eq_tsum_one_div_nat_add_one_cpow hre,
    Complex.ofReal_tsum]
  refine tsum_congr fun n => ?_
  have hn : (0 : ℝ) ≤ (n : ℝ) + 1 := by positivity
  rw [Complex.ofReal_cpow hn, one_div, ← Complex.cpow_neg, neg_sub]
  push_cast
  rfl

/-- For the inverse-cube potential the bonds across the cut sum to `π ^ 2 / 6`. -/
theorem cleavage_inverse_cube : HasSum (crossBond (powerLaw 3)) (π ^ 2 / 6) := by
  have hf : (fun n : ℕ => ((n : ℝ) + 1) * powerLaw 3 (n + 1))
      = fun n : ℕ => 1 / ((n : ℝ) + 1) ^ 2 := by
    funext n
    have hn : (0 : ℝ) ≤ (n : ℝ) + 1 := by positivity
    rw [shell_powerLaw, show (1 - 3 : ℝ) = -2 by norm_num, Real.rpow_neg hn, Real.rpow_two,
      one_div]
  rw [hasSum_crossBond_iff, hf]
  simpa using (hasSum_nat_add_iff' 1).2 hasSum_zeta_two

/-- For the geometrically decaying potential `q ^ r` with `|q| < 1` the bonds across the cut
sum to `q / (1 - q) ^ 2`. -/
theorem cleavage_geometric {q : ℝ} (hq : |q| < 1) :
    HasSum (crossBond fun r => q ^ r) (q / (1 - q) ^ 2) := by
  rw [hasSum_crossBond_iff]
  have h := hasSum_coe_mul_geometric_of_norm_lt_one (r := q) (by rwa [Real.norm_eq_abs])
  simpa using (hasSum_nat_add_iff' 1).2 h

end

end ChainCleavage
```

```lean
#print axioms ChainCleavage.hasSum_crossBond_iff
#print axioms ChainCleavage.cleavage_powerLaw_zeta
#print axioms ChainCleavage.cleavage_inverse_cube
#print axioms ChainCleavage.cleavage_geometric
```

```
'ChainCleavage.hasSum_crossBond_iff' depends on axioms: [propext, Classical.choice, Quot.sound]
'ChainCleavage.cleavage_powerLaw_zeta' depends on axioms: [propext, Classical.choice, Quot.sound]
'ChainCleavage.cleavage_inverse_cube' depends on axioms: [propext, Classical.choice, Quot.sound]
'ChainCleavage.cleavage_geometric' depends on axioms: [propext, Classical.choice, Quot.sound]
```

## Shells as a bijection

The type `Σ n : ℕ, Fin (n + 1)` consists of a shell number $n$ together with a position $k\le n$ in that shell. `shellEquiv` sends $(n,k)$ to $(k,\,n-k)$, with inverse $(i,j)\mapsto(i+j,\,i)$. Going from $(n,k)$ to the pair and back returns $(n,k)$ because `k + (n - k) = n`, which holds for subtraction of natural numbers when $k\le n$. In the other order the identity needed is $(i+j)-i=j$. The first identity also proves `crossBond_shell`, the statement that every bond in shell $n$ has energy $V(n+1)$.

## From bonds to shells and back

`hasSum_shell_of_hasSum` is the grouping step. `shellEquiv.hasSum_iff` relabels the bonds by $(n,k)$, and `.sigma` passes from a sum over all $(n,k)$ to a sum over $n$, provided each shell has a known sum. That sum is finite: `hc` makes its terms constant and `hs` evaluates $n+1$ equal terms to $(n+1)V(n+1)$.

`summable_crossBond_iff` takes its forward direction from this lemma. For the converse, `summable_abs_iff` replaces the terms by $|V(n+1)|$, as in the inequality above. For non-negative terms `summable_sigma_of_nonneg` asks for two things: that each shell is summable, which holds because it is finite, and that the shell totals are summable. The totals are $(n+1)|V(n+1)|=|(n+1)V(n+1)|$, and `h.abs` supplies their summability.

`hasSum_crossBond_iff` adds the value. If the shell series sums to $E$, the bonds are summable, with some total `h1` provides. Grouping shows that the shell series also sums to that total, and `h.unique` identifies it with $E$.

## The power law and the closed forms

`shell_powerLaw` is the exponent rule $(n+1)^{1-s}=(n+1)^1(n+1)^{-s}$, applied through `Real.rpow_add` with a positive base. In `cleavage_powerLaw`, the step `hp` is the convergence test. `summable_nat_add_iff` shifts the index between $n+1$ and $n$, and `Real.summable_nat_rpow`, which takes the place of the comparison argument above, turns summability into $1-s<-1$; `linarith` rearranges this to $2<s$. The two parts of the theorem then follow by rewriting with the two shell theorems.

`cleavage_powerLaw_zeta` first shows in `hre` that $s-1$ has real part above one. This is the condition under which `zeta_eq_tsum_one_div_nat_add_one_cpow` writes $\zeta(s-1)$ as $\sum_{n\ge0}1/(n+1)^{s-1}$, and the two series are then matched term by term.

The last two theorems go directly through `hasSum_crossBond_iff`. `cleavage_inverse_cube` rewrites the shell energy as $1/(n+1)^2$ and uses Mathlib's `hasSum_zeta_two`. `cleavage_geometric` uses `hasSum_coe_mul_geometric_of_norm_lt_one` for $\sum_r r\,q^r$, in place of the differentiation. In both, `hasSum_nat_add_iff' 1` shifts the index by one so that the series starts at distance one.
